# A point at R(cos t, sin t) has velocity R(−sin t, cos t)

A point moves in the Euclidean plane so that its position at parameter t is R(cos t, sin t), which for nonzero R is a circle traversed at unit angular speed. The theorem `hasDerivAt_circleLoop` says that this curve is differentiable at every real t, with derivative R(−sin t, cos t). R may be any real number, zero and negative values included, and no force or equation of motion enters. The attempt writes the curve as R cos t times the first basis vector plus R sin t times the second, differentiates that sum to obtain `h`, and then tries to match `h` to the stated result.

An attempt in Lean 4 with a fault in it:

```lean
import Mathlib

open Filter Topology Real

namespace HasDerivAtCircleLoop

noncomputable section

/-- The circular worldline of radius `R` in the Euclidean plane. -/
def circleLoop (R t : ℝ) : EuclideanSpace ℝ (Fin 2) := !₂[R * cos t, R * sin t]

/-- The velocity of the circular worldline is `R (-sin t, cos t)`. -/
theorem hasDerivAt_circleLoop (R t : ℝ) :
    HasDerivAt (circleLoop R) (!₂[-(R * sin t), R * cos t] : EuclideanSpace ℝ (Fin 2)) t := by
  have h := (((hasDerivAt_cos t).const_mul R).smul_const
    (!₂[(1 : ℝ), 0] : EuclideanSpace ℝ (Fin 2))).fun_add
    (((hasDerivAt_sin t).const_mul R).smul_const
    (!₂[(0 : ℝ), 1] : EuclideanSpace ℝ (Fin 2)))
  convert h using 1
  · funext u
    ext i
    fin_cases i <;> simp [circleLoop]
  · ext i
    fin_cases i <;> simp

end

end HasDerivAtCircleLoop
```

Messages:

```
Main.lean:20:4: error: Tactic `apply` failed: could not unify the conclusion of `@funext`
  ?f = ?g
with the goal
  WithLp.instAddCommGroup 2 ((i : Fin 2) → (fun x => ℝ) i) = (PiLp.normedAddCommGroup 2 fun x => ℝ).toAddCommGroup

Note: The full type of `@funext` is
  ∀ {α : Sort ?u.73} {β : α → Sort ?u.72} {f g : (x : α) → β x}, (∀ (x : α), f x = g x) → f = g

case e'_4
R t : ℝ
h :
  HasDerivAt (fun i => (R * cos i) • !₂[1, 0] + (R * sin i) • !₂[0, 1])
    ((R * -sin t) • !₂[1, 0] + (R * cos t) • !₂[0, 1]) t
⊢ WithLp.instAddCommGroup 2 ((i : Fin 2) → (fun x => ℝ) i) = (PiLp.normedAddCommGroup 2 fun x => ℝ).toAddCommGroup
Main.lean:24:4: error: failed to synthesize
  Fintype ℝ

Hint: Additional diagnostic information may be available using the `set_option diagnostics true` command.
Main.lean:14:92: error: unsolved goals
case e'_6
R t : ℝ
h :
  HasDerivAt (fun i => (R * cos i) • !₂[1, 0] + (R * sin i) • !₂[0, 1])
    ((R * -sin t) • !₂[1, 0] + (R * cos t) • !₂[0, 1]) t
⊢ (PiLp.topologicalSpace 2 fun x => ℝ) = PseudoMetricSpace.toUniformSpace.toTopologicalSpace

case e'_8
R t : ℝ
h :
  HasDerivAt (fun i => (R * cos i) • !₂[1, 0] + (R * sin i) • !₂[0, 1])
    ((R * -sin t) • !₂[1, 0] + (R * cos t) • !₂[0, 1]) t
⊢ circleLoop R = fun i => (R * cos i) • !₂[1, 0] + (R * sin i) • !₂[0, 1]

case e'_9
R t : ℝ
h :
  HasDerivAt (fun i => (R * cos i) • !₂[1, 0] + (R * sin i) • !₂[0, 1])
    ((R * -sin t) • !₂[1, 0] + (R * cos t) • !₂[0, 1]) t
⊢ !₂[-(R * sin t), R * cos t] = (R * -sin t) • !₂[1, 0] + (R * cos t) • !₂[0, 1]
```

What went wrong. The derivative `h` is sound, and the failure lies in matching it to the goal. The proof expected `convert h using 1` to leave two equations, one between the curves and one between the velocities. It also left equations between instances, the additive-group and topological structures on the plane, and these came first in the order of goals.

The first bullet therefore ran `funext` on an equality of additive-group structures, which is not an equality of functions. The second bullet also met a goal it was not written for. There `ext i` produced a real number `i`, and `fin_cases i` failed because it needs a finite type, hence the request for `Fintype ℝ`. The two intended equations were left among the unsolved goals.

The repair states those equations outright as `hf` and `hv` and proves them with the same tactics as before, now applied to the right goals. After `rw [hf, hv]` the goal has the form of `h`, and `exact h` closes it, since Lean can check by unfolding definitions that the differing instances agree.

This version goes through:

```diff
@@ -17,10 +17,16 @@
     (((hasDerivAt_sin t).const_mul R).smul_const
     (!₂[(0 : ℝ), 1] : EuclideanSpace ℝ (Fin 2)))
-  convert h using 1
-  · funext u
+  have hf : circleLoop R = fun u => (R * cos u) • (!₂[(1 : ℝ), 0] : EuclideanSpace ℝ (Fin 2))
+      + (R * sin u) • (!₂[(0 : ℝ), 1] : EuclideanSpace ℝ (Fin 2)) := by
+    funext u
     ext i
     fin_cases i <;> simp [circleLoop]
-  · ext i
+  have hv : (!₂[-(R * sin t), R * cos t] : EuclideanSpace ℝ (Fin 2))
+      = (R * -sin t) • (!₂[(1 : ℝ), 0] : EuclideanSpace ℝ (Fin 2))
+      + (R * cos t) • (!₂[(0 : ℝ), 1] : EuclideanSpace ℝ (Fin 2)) := by
+    ext i
     fin_cases i <;> simp
+  rw [hf, hv]
+  exact h
 
 end
```
